# The mean squared norm of a finite Bloch sum at complex momentum is an exponential moment

A Bloch sum that is normalised at real crystal momentum need not stay normalised at complex momentum. Put a unit vector on site $3$ of a chain with lattice constant one, and nothing elsewhere. At real momentum $k$ its Bloch sum, read in the cell at the origin, is a phase times that vector, with norm $1$. At $k+ia$ the norm is $e^{3a}$, so a calculation that still takes the mean squared norm to be the total weight of the Wannier function is wrong by a factor $e^{6a}$. For a function spread over several sites, no single factor independent of its shape repairs the error, because each site is reweighted differently.

Let $w$ assign to each lattice site $R\in\mathbb Z$ a vector $w(R)$ in a complex inner product space, with only finitely many of these vectors nonzero. For complex $z$ define
$$u(z)=\sum_R e^{-izR}\,w(R).$$
This is the part in cell $0$ of the extended Bloch sum $\sum_R e^{izR}\,w(\cdot-R)$ built from the translates of $w$; below, "Bloch sum" means this vector $u(z)$. For every real $a$,
$$\frac1{2\pi}\int_0^{2\pi}\|u(k+ia)\|^2\,dk=\sum_R e^{2aR}\,\|w(R)\|^2 .$$
In electronic structure, the decay of Wannier functions is studied through the behaviour of Bloch states at complex momentum; the identity makes that link quantitative for one-dimensional functions of finite support.

## From phase averages to exponential decay

Write $\langle f\rangle=\frac1{2\pi}\int_0^{2\pi}f(k)\,dk$. For an integer $m$, the average $\langle e^{imk}\rangle$ is $1$ if $m=0$. Otherwise
$$\langle e^{imk}\rangle=\frac{e^{2\pi i m}-1}{2\pi i m}=0 .$$

Let $v$ be a second finitely supported function, with Bloch sum $u_v$, and write $u_w$ for that of $w$. Let $b$ be a second real number. The inner product is conjugate-linear in its first argument. Since $-i(k+ia)R=-ikR+aR$, the conjugated factor is $e^{ikR+aR}$, while the other factor is $e^{-ikS+bS}$. Hence
$$\langle u_w(k+ia),u_v(k+ib)\rangle=\sum_{R,S}e^{aR+bS}\,\langle w(R),v(S)\rangle\,e^{i(R-S)k}.$$
The sums are finite, so they may be averaged term by term. Only $S=R$ survives, which leaves
$$\frac1{2\pi}\int_0^{2\pi}\langle u_w(k+ia),u_v(k+ib)\rangle\,dk=\sum_R e^{(a+b)R}\langle w(R),v(R)\rangle .$$
Setting $v=w$ and $b=a$ gives the claimed identity.

Call its right-hand side $M(a)$. Splitting each weight as $e^{(a+b)R}=e^{aR}e^{bR}$ and applying the Cauchy–Schwarz inequality gives
$$M\!\left(\tfrac{a+b}2\right)^2=\Big(\sum_R e^{aR}\|w(R)\|\;e^{bR}\|w(R)\|\Big)^2\le M(a)\,M(b).$$

Now suppose that $\|u(k+ia)\|\le C$ for all real $k$. Then $M(a)\le C^2$, because an average cannot exceed an upper bound. Every term of $M(a)$ is nonnegative, so $e^{2aR}\|w(R)\|^2\le C^2$, and taking square roots gives
$$\|w(R)\|\le C e^{-aR}.$$
If the same $C$ also bounds the norm on the line $\operatorname{Im}z=-a$, then $\|w(R)\|\le Ce^{aR}$ as well. Using the first estimate for $R\ge0$ and the second for $R\le0$ yields $\|w(R)\|\le Ce^{-a|R|}$.

## Wannier functions and Bloch sums in Lean

The space `E` is any complex inner product space. It includes $\mathbb C^n$ with its Euclidean norm, where the components of $w(R)$ can be read as amplitudes on orthonormal orbitals in cell $R$ of a tight-binding chain.

```lean
import Mathlib

open Complex (I)

namespace ComplexMomentumMoments

noncomputable section

variable {E : Type*} [NormedAddCommGroup E] [InnerProductSpace ℂ E]
```

The type `ℤ →₀ E` consists of the functions from $\mathbb Z$ to `E` with finite support. Summing over `w.support` therefore gives the full lattice sum, since all other sites contribute zero. The definition fixes the sign $e^{-izR}$ and measures momentum in units of the inverse lattice constant. It involves no Hamiltonian: $u(z)$ need not be an eigenvector of anything, and $w$ need not be normalised.

```lean
/-- The Bloch sum `u(z) = ∑ exp(-izR) w(R)` of a finitely supported Wannier function,
at complex momentum `z`. -/
def bloch (w : ℤ →₀ E) (z : ℂ) : E :=
  ∑ R ∈ w.support, Complex.exp (-I * z * R) • w R
```

The average carries the prefactor $1/2\pi$, so a real or complex constant averages to itself. It is defined for vector-valued functions in order to serve both complex overlaps and real squared norms.

```lean
/-- The average of a function of real momentum over the Brillouin zone `[0, 2π]`. -/
def bzAverage {F : Type*} [NormedAddCommGroup F] [NormedSpace ℝ F] (f : ℝ → F) : F :=
  (2 * Real.pi)⁻¹ • ∫ k in (0 : ℝ)..(2 * Real.pi), f k
```

## Orthogonality of the lattice phases

The proof separates $m=0$, where the integrand is $1$, from $m\ne0$, where the integral of the exponential is evaluated in closed form. The step `h1` is $e^{2\pi i m}=1$, which makes the two endpoint values cancel.

```lean
/-- The phase `exp(imk)` with integer `m` averages to one if `m = 0` and to zero otherwise. -/
theorem bzAverage_phase (m : ℤ) :
    bzAverage (fun k : ℝ => Complex.exp (I * (m : ℂ) * k)) = if m = 0 then 1 else 0 := by
  rcases eq_or_ne m 0 with rfl | hm
  · have hpi : (2 * Real.pi) ≠ 0 := by positivity
    simp only [bzAverage, Int.cast_zero, mul_zero, zero_mul, Complex.exp_zero,
      intervalIntegral.integral_const, sub_zero, smul_smul, ↓reduceIte]
    rw [inv_mul_cancel₀ hpi, one_smul]
  · have hc : I * (m : ℂ) ≠ 0 := mul_ne_zero Complex.I_ne_zero (Int.cast_ne_zero.mpr hm)
    -- the phase returns to one after a full period
    have h1 : Complex.exp (I * (m : ℂ) * ((2 * Real.pi : ℝ) : ℂ)) = 1 := by
      have e : I * (m : ℂ) * ((2 * Real.pi : ℝ) : ℂ) = m * (2 * Real.pi * I) := by
        push_cast
        ring
      rw [e]
      exact Complex.exp_int_mul_two_pi_mul_I m
    rw [bzAverage, integral_exp_mul_complex hc, h1]
    simp [hm]
```

Exchanging the average with a finite sum requires each term to be integrable, and continuity supplies this.

```lean
/-- The Brillouin-zone average of a finite sum of continuous functions is the sum of
their averages. -/
theorem bzAverage_sum (s : Finset ℤ) (f : ℤ → ℝ → ℂ) (h : ∀ i, Continuous (f i)) :
    bzAverage (fun k => ∑ i ∈ s, f i k) = ∑ i ∈ s, bzAverage (f i) := by
  unfold bzAverage
  rw [intervalIntegral.integral_finsetSum (fun i _ => (h i).intervalIntegrable _ _),
    Finset.smul_sum]
```

## Overlaps between two horizontal lines

The next theorem is the double sum of the derivation, at a fixed real `k`. The expression `k + a * I` is the point $k+ia$. After the scalars are taken out of the inner product, the equation `e` combines the two exponentials; its last line uses $i^2=-1$ to turn the imaginary part of the momentum into real weights.

```lean
/-- The overlap of two Bloch sums at momenta `k + ia` and `k + ib` is a double lattice sum of
real exponential weights, Wannier overlaps and phases `exp(i(R-S)k)`. -/
theorem inner_bloch (w v : ℤ →₀ E) (a b k : ℝ) :
    inner ℂ (bloch w (k + a * I)) (bloch v (k + b * I)) =
      ∑ R ∈ w.support, ∑ S ∈ v.support,
        (Complex.exp (a * R + b * S) * inner ℂ (w R) (v S)) *
          Complex.exp (I * ((R - S : ℤ) : ℂ) * k) := by
  unfold bloch
  rw [sum_inner]
  refine Finset.sum_congr rfl fun R _ => ?_
  rw [inner_sum]
  refine Finset.sum_congr rfl fun S _ => ?_
  rw [inner_smul_left, inner_smul_right, ← Complex.exp_conj]
  have e : Complex.exp ((starRingEnd ℂ) (-I * (k + a * I) * R)) *
      Complex.exp (-I * (k + b * I) * S) =
      Complex.exp (a * R + b * S) * Complex.exp (I * ((R - S : ℤ) : ℂ) * k) := by
    rw [← Complex.exp_add, ← Complex.exp_add]
    congr 1
    simp only [map_mul, map_neg, map_add, Complex.conj_I, Complex.conj_ofReal, map_intCast]
    push_cast
    linear_combination (-((a : ℂ) * R + b * S)) * Complex.I_sq
  linear_combination (inner ℂ (w R) (v S)) * e
```

Averaging then selects the diagonal. The statement sums over the support of `w` alone, which is enough because an overlap vanishes wherever $w(R)=0$. In the proof, `hc` averages a single term, and `Finset.sum_eq_single R` reduces the sum over $S$ to $S=R$. Its final case covers a site $R$ outside the support of `v`, where $v(R)=0$ and both sides vanish.

```lean
/-- The averaged overlap of two Bloch sums on the lines `Im z = a` and `Im z = b` is the
lattice sum of the Wannier overlaps weighted by `exp((a+b)R)`. -/
theorem bzAverage_inner_bloch (w v : ℤ →₀ E) (a b : ℝ) :
    bzAverage (fun k : ℝ => inner ℂ (bloch w (k + a * I)) (bloch v (k + b * I))) =
      ∑ R ∈ w.support, Complex.exp (((a : ℂ) + b) * R) * inner ℂ (w R) (v R) := by
  simp_rw [inner_bloch]
  refine (bzAverage_sum _ _ (fun R => ?_)).trans (Finset.sum_congr rfl fun R _ => ?_)
  · exact continuous_finsetSum _ fun S _ => by fun_prop
  refine (bzAverage_sum _ _ (fun S => by fun_prop)).trans ?_
  have hc : ∀ S : ℤ, bzAverage (fun k : ℝ =>
      (Complex.exp (a * R + b * S) * inner ℂ (w R) (v S)) *
        Complex.exp (I * ((R - S : ℤ) : ℂ) * k)) =
      (Complex.exp (a * R + b * S) * inner ℂ (w R) (v S)) * (if R - S = 0 then 1 else 0) := by
    intro S
    rw [← bzAverage_phase]
    unfold bzAverage
    rw [intervalIntegral.integral_const_mul, mul_smul_comm]
  rw [Finset.sum_congr rfl fun (S : ℤ) _ => hc S]
  -- only the diagonal term S = R survives the average
  rw [Finset.sum_eq_single R]
  · rw [if_pos (sub_self R), mul_one, add_mul]
  · intro S _ hS
    rw [if_neg (sub_ne_zero.mpr hS.symm), mul_zero]
  · intro hR
    rw [Finsupp.notMem_support_iff.mp hR, inner_zero_right, mul_zero, zero_mul]
```

## The exponential moment

The main theorem holds for every finitely supported `w` and every real `a`, with no further hypothesis. At $a=0$ it is the ordinary Parseval identity for a finite sum.

The overlap formula is an equation between complex numbers, while this one is between real numbers. The auxiliary fact `hn` rewrites $\langle x,x\rangle$ as $\|x\|^2$, and `hr` says that averaging commutes with regarding a real function as complex. The case `w w a a` of the overlap formula then gives the result, and `Complex.ofReal_injective` brings it back to the reals.

```lean
/-- The average of `‖u(k + ia)‖²` over the Brillouin zone equals the exponential moment
`∑ exp(2aR) ‖w(R)‖²` of the Wannier function. -/
theorem bzAverage_norm_sq_bloch (w : ℤ →₀ E) (a : ℝ) :
    bzAverage (fun k : ℝ => ‖bloch w (k + a * I)‖ ^ 2) =
      ∑ R ∈ w.support, Real.exp (2 * a * R) * ‖w R‖ ^ 2 := by
  have hn : ∀ x : E, inner ℂ x x = ((‖x‖ ^ 2 : ℝ) : ℂ) := by
    intro x
    rw [inner_self_eq_norm_sq_to_K, Complex.ofReal_pow]
    rfl
  have hr : ∀ f : ℝ → ℝ, ((bzAverage f : ℝ) : ℂ) = bzAverage (fun k => (f k : ℂ)) := by
    intro f
    unfold bzAverage
    rw [intervalIntegral.integral_ofReal, smul_eq_mul, Complex.ofReal_mul, Complex.real_smul]
  -- the diagonal case of the overlap formula
  have h := bzAverage_inner_bloch w w a a
  simp_rw [hn] at h
  apply Complex.ofReal_injective
  rw [hr, h, Complex.ofReal_sum]
  refine Finset.sum_congr rfl fun R _ => ?_
  push_cast
  rw [← two_mul]
```

## Convexity in the imaginary momentum

The inequality compares the midpoint of two lines with the lines themselves. For nonzero `w` it says that $\log M$ is midpoint convex; the product form also covers `w = 0`. The proof replaces all three averages by exponential moments, factors the terms with `e` and `e'`, and applies Cauchy–Schwarz to two finite lists of real numbers.

```lean
/-- The averaged squared norm on the line midway between `Im z = a` and `Im z = b` is at most
the geometric mean of the averages on those two lines. -/
theorem bzAverage_log_convex (w : ℤ →₀ E) (a b : ℝ) :
    (bzAverage (fun k : ℝ => ‖bloch w (k + ((a + b) / 2 : ℝ) * I)‖ ^ 2)) ^ 2 ≤
      bzAverage (fun k : ℝ => ‖bloch w (k + a * I)‖ ^ 2) *
        bzAverage (fun k : ℝ => ‖bloch w (k + b * I)‖ ^ 2) := by
  rw [bzAverage_norm_sq_bloch, bzAverage_norm_sq_bloch, bzAverage_norm_sq_bloch]
  have e : ∀ R : ℤ, Real.exp (2 * ((a + b) / 2) * R) * ‖w R‖ ^ 2 =
      (Real.exp (a * R) * ‖w R‖) * (Real.exp (b * R) * ‖w R‖) := by
    intro R
    rw [show 2 * ((a + b) / 2) * (R : ℝ) = a * R + b * R by ring, Real.exp_add]
    ring
  have e' : ∀ (c : ℝ) (R : ℤ), Real.exp (2 * c * R) * ‖w R‖ ^ 2 =
      (Real.exp (c * R) * ‖w R‖) ^ 2 := by
    intro c R
    rw [show 2 * c * (R : ℝ) = c * R + c * R by ring, Real.exp_add]
    ring
  -- Cauchy-Schwarz on the lattice
  have h := Finset.sum_mul_sq_le_sq_mul_sq w.support
    (fun R : ℤ => Real.exp (a * R) * ‖w R‖) (fun R : ℤ => Real.exp (b * R) * ‖w R‖)
  rw [Finset.sum_congr rfl fun (R : ℤ) _ => e R,
    Finset.sum_congr rfl fun (R : ℤ) _ => e' a R,
    Finset.sum_congr rfl fun (R : ℤ) _ => e' b R]
  exact h
```

## Decay of the Wannier function

The hypothesis `h` is a uniform bound on the Bloch sum along one horizontal line. Physically, it says that the Bloch sum stays under control when continued a distance $|a|$ from the real momentum axis. For finite support some such $C$ always exists; what matters is how large it is. Obtaining a useful value from a Hamiltonian, for instance from a spectral gap, is a separate problem.

The step `havg` integrates the bound to get $M(a)\le C^2$. The step `h1` compares one site with the whole sum if the site lies in the support, and uses $w(R)=0$ if it does not. Since $C\ge0$, which follows from the hypothesis at $k=0$, the squares can be removed, and dividing by $e^{aR}$ gives the estimate.

```lean
/-- If the Bloch sum is bounded by `C` on the line `Im z = a`, then
`‖w(R)‖ ≤ C exp(-aR)` at every lattice site. -/
theorem norm_le_of_bound_on_line (w : ℤ →₀ E) (a C : ℝ)
    (h : ∀ k : ℝ, ‖bloch w (k + a * I)‖ ≤ C) (R : ℤ) :
    ‖w R‖ ≤ C * Real.exp (-(a * R)) := by
  have hC : 0 ≤ C := (norm_nonneg _).trans (h 0)
  have hcont : Continuous (fun k : ℝ => ‖bloch w (k + a * I)‖ ^ 2) := by
    unfold bloch
    fun_prop
  have havg : bzAverage (fun k : ℝ => ‖bloch w (k + a * I)‖ ^ 2) ≤ C ^ 2 := by
    unfold bzAverage
    rw [smul_eq_mul, inv_mul_le_iff₀ (by positivity)]
    calc ∫ k in (0 : ℝ)..(2 * Real.pi), ‖bloch w (k + a * I)‖ ^ 2
        ≤ ∫ _k in (0 : ℝ)..(2 * Real.pi), C ^ 2 :=
          intervalIntegral.integral_mono_on (by positivity) (hcont.intervalIntegrable _ _)
            (continuous_const.intervalIntegrable _ _)
            (fun k _ => pow_le_pow_left₀ (norm_nonneg _) (h k) 2)
      _ = 2 * Real.pi * C ^ 2 := by simp
  -- a single site contributes at most the whole exponential moment
  have h1 : (Real.exp (a * R) * ‖w R‖) ^ 2 ≤ C ^ 2 := by
    by_cases hR : R ∈ w.support
    · have hs := Finset.single_le_sum
        (f := fun S : ℤ => Real.exp (2 * a * S) * ‖w S‖ ^ 2)
        (fun S _ => by positivity) hR
      rw [← bzAverage_norm_sq_bloch] at hs
      have e : (Real.exp (a * R) * ‖w R‖) ^ 2 = Real.exp (2 * a * R) * ‖w R‖ ^ 2 := by
        rw [show 2 * a * (R : ℝ) = a * R + a * R by ring, Real.exp_add]
        ring
      rw [e]
      exact hs.trans havg
    · rw [Finsupp.notMem_support_iff.mp hR]
      simp [sq_nonneg]
  have h2 := (le_abs_self _).trans (abs_le_of_sq_le_sq h1 hC)
  rw [Real.exp_neg, ← div_eq_mul_inv, le_div_iff₀ (Real.exp_pos _)]
  linarith
```

A single line with $a>0$ controls only the right-hand tail, since $e^{-aR}$ grows towards negative $R$. The last theorem assumes the bound on both lines and splits according to the sign of $R$. It is stated for every real `a`, but it expresses decay only when $a>0$.

A finitely supported function vanishes far away in any case. The content of the estimate lies in its constants: $C$ and $a$ come from the bounds on the Bloch sum, and the size of the support enters only through $C$. Wannier functions with infinite tails, and lattices in two or three dimensions, are not covered by these theorems.

```lean
/-- If the Bloch sum is bounded by `C` on both lines `Im z = a` and `Im z = -a`, then
`‖w(R)‖ ≤ C exp(-a|R|)` at every lattice site. -/
theorem exponential_localization (w : ℤ →₀ E) (a C : ℝ)
    (hp : ∀ k : ℝ, ‖bloch w (k + a * I)‖ ≤ C)
    (hm : ∀ k : ℝ, ‖bloch w (k + (-a : ℝ) * I)‖ ≤ C) (R : ℤ) :
    ‖w R‖ ≤ C * Real.exp (-(a * |(R : ℝ)|)) := by
  rcases le_total 0 (R : ℝ) with hR | hR
  · rw [abs_of_nonneg hR]
    exact norm_le_of_bound_on_line w a C hp R
  · rw [abs_of_nonpos hR, mul_neg, ← neg_mul]
    exact norm_le_of_bound_on_line w (-a) C hm R

end

end ComplexMomentumMoments
```

```lean
#print axioms ComplexMomentumMoments.bzAverage_norm_sq_bloch
#print axioms ComplexMomentumMoments.bzAverage_log_convex
#print axioms ComplexMomentumMoments.exponential_localization
```

```
'ComplexMomentumMoments.bzAverage_norm_sq_bloch' depends on axioms: [propext, Classical.choice, Quot.sound]
'ComplexMomentumMoments.bzAverage_log_convex' depends on axioms: [propext, Classical.choice, Quot.sound]
'ComplexMomentumMoments.exponential_localization' depends on axioms: [propext, Classical.choice, Quot.sound]
```
